# No acyclic molecular graph has more k-bond matchings than the path with equally many atoms

A molecular graph $G$ has atoms as vertices and bonds as edges; for a conjugated hydrocarbon, only the carbon atoms of the π system and the bonds between them are kept. A $k$-matching is a set of $k$ bonds, no two of which share an atom. In Hückel theory with equal resonance integrals, the numbers of $k$-matchings fix the π energy of an acyclic conjugated hydrocarbon, so energies can be compared by asking how large these numbers can be for $n$ atoms. The answer is $\binom{n-k}{k}$ for $k\le n$, and the path attains it.

Write $m_k(S)$ for the number of $k$-matchings whose atoms all lie in a set $S$. In Lean this is `(matchings G S k).card`, where a bond is an unordered pair in `Sym2 V` and the whole molecule is `S = univ`. Deleting an atom shrinks $S$ and leaves $G$ unchanged. The empty matching gives $m_0(S)=1$.

```lean
import Mathlib

open Finset

namespace AcyclicMatchingBound

variable {V : Type*}

/-- A set of bonds of the molecular graph `G` is a matching if two of its bonds that share
an atom are equal. -/
def IsMatching (G : SimpleGraph V) (M : Finset (Sym2 V)) : Prop :=
  (∀ e ∈ M, e ∈ G.edgeSet) ∧ ∀ e ∈ M, ∀ f ∈ M, ∀ x, x ∈ e → x ∈ f → e = f

open scoped Classical in
/-- The matchings of `G` with `k` bonds, all of whose atoms lie in the set `S`. -/
noncomputable def matchings (G : SimpleGraph V) (S : Finset V) (k : ℕ) :
    Finset (Finset (Sym2 V)) :=
  (S.sym2.powersetCard k).filter (fun M => IsMatching G M)

/-- Membership in `matchings G S k`: all atoms lie in `S`, there are `k` bonds, and they form
a matching. -/
theorem mem_matchings {G : SimpleGraph V} {S : Finset V} {k : ℕ} {M : Finset (Sym2 V)} :
    M ∈ matchings G S k ↔ (∀ e ∈ M, ∀ x ∈ e, x ∈ S) ∧ M.card = k ∧ IsMatching G M := by
  classical
  rw [matchings, mem_filter, mem_powersetCard, and_assoc]
  simp only [subset_iff, mem_sym2_iff]

/-- There is exactly one matching without bonds. -/
theorem card_matchings_zero (G : SimpleGraph V) (S : Finset V) : (matchings G S 0).card = 1 := by
  refine card_eq_one.2 ⟨∅, ?_⟩
  ext M
  rw [mem_matchings, mem_singleton, card_eq_zero]
  exact ⟨fun h => h.2.1, by rintro rfl; simp [IsMatching]⟩

/-- The matchings that remain after deleting the atom `v` are those with no bond at `v`. -/
theorem mem_matchings_erase [DecidableEq V] {G : SimpleGraph V} {S : Finset V} {v : V} {k : ℕ}
    {M : Finset (Sym2 V)} :
    M ∈ matchings G (S.erase v) k ↔ M ∈ matchings G S k ∧ ∀ e ∈ M, v ∉ e := by
  simp only [mem_matchings, mem_erase]
  constructor
  · rintro ⟨h, hM⟩
    exact ⟨⟨fun e he x hx => (h e he x hx).2, hM⟩, fun e he hv => (h e he v hv).1 rfl⟩
  · rintro ⟨⟨h, hM⟩, hv⟩
    exact ⟨fun e he x hx => ⟨fun hxv => hv e he (hxv ▸ hx), h e he x hx⟩, hM⟩
```

## No rings: `G.IsAcyclic`

Physically, the molecule has no rings; it may consist of several fragments. By hand, the hypothesis supplies an atom with at most one neighbour in any nonempty finite $S$. Take a longest path in $S$, starting at $a$. If $a$ had two neighbours in $S$, one of them, $z$, would not be the second atom of the path. If $z$ is off the path, the path can be prolonged; if $z$ is on it, the bond $az$ closes a ring. Both are impossible.

Lean prolongs paths to every length $N$, which contradicts the finite number of atoms. The ring argument rests on Mathlib's `subsingleton_path`: in an acyclic graph, two paths with the same ends are equal. Applied to the initial segment from $a$ to $z$ (`takeUntil`) and the single bond $az$, it forces $z$ to be the second atom, `p.getVert 1`.

If a ring is allowed, the bound can fail: a triangle has three 1-matchings, but $\binom{2}{1}=2$.

```lean
/-- In a finite acyclic graph every nonempty set of atoms contains an atom with at most one
neighbour in the set. -/
theorem exists_terminal [Fintype V] [DecidableEq V] {G : SimpleGraph V} (hG : G.IsAcyclic)
    {S : Finset V} (hS : S.Nonempty) :
    ∃ v ∈ S, ∀ w ∈ S, ∀ w' ∈ S, G.Adj v w → G.Adj v w' → w = w' := by
  by_contra! hcon
  -- otherwise there are paths of every length inside `S`
  have key : ∀ N : ℕ, ∃ a b, ∃ p : G.Walk a b,
      p.IsPath ∧ p.length = N ∧ ∀ x ∈ p.support, x ∈ S := by
    intro N
    induction N with
    | zero =>
      obtain ⟨a, ha⟩ := hS
      exact ⟨a, a, .nil, by simp, rfl, by simpa using ha⟩
    | succ N ih =>
      obtain ⟨a, b, p, hp, hl, hs⟩ := ih
      obtain ⟨w, hw, w', hw', h, h', hne⟩ := hcon a (hs a p.start_mem_support)
      -- a neighbour of the start that lies on the path is its second atom
      have second : ∀ z, G.Adj a z → z ∈ p.support → p.getVert 1 = z := by
        intro z hz hzp
        have e : p.takeUntil z hzp = .cons hz .nil := congrArg Subtype.val
          (@Subsingleton.elim _ (hG.subsingleton_path a z)
            ⟨p.takeUntil z hzp, hp.takeUntil hzp⟩ (SimpleGraph.Path.singleton hz))
        rw [← p.take_spec hzp, e]
        simp
      obtain ⟨z, hzS, hz, hzp⟩ : ∃ z ∈ S, G.Adj a z ∧ z ∉ p.support := by
        by_contra! hall
        exact hne ((second w h (hall w hw h)).symm.trans (second w' h' (hall w' hw' h')))
      refine ⟨z, b, .cons hz.symm p,
        (SimpleGraph.Walk.cons_isPath_iff _ _).2 ⟨hp, hzp⟩, by simp [hl], ?_⟩
      intro x hx
      rw [SimpleGraph.Walk.support_cons, List.mem_cons] at hx
      rcases hx with rfl | hx
      exacts [hzS, hs x hx]
  obtain ⟨a, b, p, hp, hl, -⟩ := key (Fintype.card V)
  have := hp.length_lt
  omega
```

## One neighbour only: `huniq`

Let $v$ be a terminal atom of $S$ and $u$ its only neighbour there. A matching either avoids $v$ or contains the bond $vu$, and in the second case its other bonds avoid both atoms:
$$m_{k+1}(S)=m_{k+1}(S\setminus v)+m_k(S\setminus\{v,u\}).$$
Lean writes the matchings as a disjoint union, the second part being the image of the smaller matchings under insertion of `s(v, u)`.

With a second neighbour $w$, matchings through $vw$ are missed. For the middle atom of a three-atom path and $k=0$, the left side is 2 and the right side 1.

```lean
/-- If `u` is the only neighbour in `S` of the atom `v` of `S`, the number of matchings in `S` with
`k + 1` bonds is the number of those that avoid `v` plus the number of matchings in `S` with `k`
bonds that avoid both `v` and `u`. -/
theorem card_matchings_terminal [DecidableEq V] {G : SimpleGraph V} {S : Finset V} {v u : V}
    (hv : v ∈ S) (hu : u ∈ S) (hvu : G.Adj v u) (huniq : ∀ w ∈ S, G.Adj v w → w = u) (k : ℕ) :
    (matchings G S (k + 1)).card = (matchings G (S.erase v) (k + 1)).card
      + (matchings G ((S.erase v).erase u) k).card := by
  have hA : ∀ M ∈ matchings G (S.erase v) (k + 1), s(v, u) ∉ M := fun M hM h =>
    (mem_matchings_erase.1 hM).2 _ h (Sym2.mem_mk_left _ _)
  have hB : ∀ M ∈ matchings G ((S.erase v).erase u) k, s(v, u) ∉ M := fun M hM h =>
    (mem_matchings_erase.1 hM).2 _ h (Sym2.mem_mk_right _ _)
  have split : matchings G S (k + 1) = matchings G (S.erase v) (k + 1) ∪
      (matchings G ((S.erase v).erase u) k).image (insert s(v, u)) := by
    ext M
    simp only [mem_union, mem_image, mem_matchings_erase]
    constructor
    · intro h
      obtain ⟨hS, hc, hM⟩ := mem_matchings.1 h
      by_cases he : s(v, u) ∈ M
      · have off : ∀ x ∈ s(v, u), ∀ f ∈ M.erase s(v, u), x ∉ f := fun x hx f hf hxf =>
          (mem_erase.1 hf).1 (hM.2 f (mem_of_mem_erase hf) _ he x hxf hx)
        refine Or.inr ⟨M.erase s(v, u), ⟨⟨mem_matchings.2 ⟨?_, ?_, ?_⟩,
          off v (Sym2.mem_mk_left _ _)⟩, off u (Sym2.mem_mk_right _ _)⟩, insert_erase he⟩
        · exact fun f hf => hS f (mem_of_mem_erase hf)
        · rw [card_erase_of_mem he, hc, Nat.add_sub_cancel]
        · exact ⟨fun f hf => hM.1 f (mem_of_mem_erase hf), fun f hf g hg =>
            hM.2 f (mem_of_mem_erase hf) g (mem_of_mem_erase hg)⟩
      · refine Or.inl ⟨h, ?_⟩
        rintro f hf ⟨w, rfl⟩
        have hw := huniq w (hS _ hf w (Sym2.mem_mk_right _ _)) (hM.1 _ hf)
        exact he (hw ▸ hf)
    · rintro (h | ⟨N, ⟨⟨h, hNv⟩, hNu⟩, rfl⟩)
      · exact h.1
      · obtain ⟨hS, hc, hM⟩ := mem_matchings.1 h
        have off : ∀ f ∈ N, ∀ x ∈ f, x ∉ s(v, u) := by
          intro f hf x hx hx'
          rcases Sym2.mem_iff.1 hx' with rfl | rfl
          exacts [hNv f hf hx, hNu f hf hx]
        have hN : s(v, u) ∉ N := fun he => hNv _ he (Sym2.mem_mk_left _ _)
        refine mem_matchings.2 ⟨?_, by rw [card_insert_of_notMem hN, hc], ?_, ?_⟩
        · intro f hf x hx
          rcases mem_insert.1 hf with rfl | hf
          · rcases Sym2.mem_iff.1 hx with rfl | rfl <;> assumption
          · exact hS f hf x hx
        · intro f hf
          rcases mem_insert.1 hf with rfl | hf
          exacts [hvu, hM.1 f hf]
        · intro f hf g hg x hxf hxg
          rcases mem_insert.1 hf with rfl | hf <;> rcases mem_insert.1 hg with rfl | hg
          exacts [rfl, absurd hxf (off g hg x hxg), absurd hxg (off f hf x hxf),
            hM.2 f hf g hg x hxf hxg]
  rw [split, card_union_of_disjoint, card_image_of_injOn]
  · intro M hM N hN h
    rw [← erase_insert (hB M hM), ← erase_insert (hB N hN)]
    exact congrArg (fun T => T.erase s(v, u)) h
  · rw [disjoint_left]
    intro M hM h
    obtain ⟨N, -, rfl⟩ := mem_image.1 h
    exact hA _ hM (mem_insert_self _ _)
```

## The atom count: `Fintype.card V = m + k`

This sets $m=n-k$ and so avoids subtraction in the final bound. The induction runs over $j=|S|$ and proves $m_k(S)\le\binom{j-k}{k}$, with the difference read as zero when $k>j$. The cases $k=0$ and $S=\varnothing$ are immediate. If the chosen atom has a neighbour in $S$, the recursion and Pascal's rule give
$$m_{k+1}(S)\le\binom{j-k-2}{k+1}+\binom{j-k-2}{k}=\binom{j-k-1}{k+1}.$$
If it has none, removing it changes no count, and the bound for $j-1$ atoms is no larger than that for $j$.

The bound needs only $n\le m+k$. Without that it can fail: two bonded atoms with $m=0$, $k=1$ have one matching, but $\binom{0}{1}=0$.

In the limiting case $n=2k$ the bound is 1: an acyclic molecule has at most one perfect matching, that is, one Kekulé structure.

```lean
/-- Pascal's rule along the diagonals, with differences of naturals cut off at zero. -/
theorem pascal (j k : ℕ) :
    (j - k).choose (k + 1) + (j - k).choose k = (j + 1 - k).choose (k + 1) := by
  rcases le_or_gt k j with h | h
  · rw [Nat.sub_add_comm h, Nat.choose_succ_succ, add_comm]
  · obtain ⟨i, rfl⟩ : ∃ i, k = i + 1 := ⟨k - 1, by omega⟩
    rw [show j - (i + 1) = 0 by omega, show j + 1 - (i + 1) = 0 by omega]
    simp

/-- In an acyclic graph, a set of `j` atoms carries at most `(j - k).choose k` matchings with
`k` bonds, where the difference is cut off at zero. -/
theorem card_matchings_le_region [Fintype V] {G : SimpleGraph V} (hG : G.IsAcyclic) (j : ℕ) :
    ∀ (S : Finset V) (k : ℕ), S.card = j → (matchings G S k).card ≤ (j - k).choose k := by
  classical
  -- remove terminal atoms one after the other
  induction j using Nat.strong_induction_on with
  | _ j ih =>
    intro S k hj
    rcases k with _ | k
    · simp [card_matchings_zero]
    rcases S.eq_empty_or_nonempty with rfl | hS
    · have h0 : matchings G ∅ (k + 1) = ∅ := eq_empty_of_forall_notMem fun M hM => by
        obtain ⟨hs, hc, -⟩ := mem_matchings.1 hM
        obtain ⟨e, he⟩ := card_pos.1 (show 0 < M.card by omega)
        exact notMem_empty _ (hs e he _ e.out_fst_mem)
      simp [h0]
    obtain ⟨v, hv, huniq⟩ := exists_terminal hG hS
    have hpos := hS.card_pos
    have c1 : (S.erase v).card = j - 1 := by rw [card_erase_of_mem hv, hj]
    have b1 := ih (j - 1) (by omega) _ (k + 1) c1
    by_cases h : ∃ u ∈ S, G.Adj v u
    · obtain ⟨u, hu, hvu⟩ := h
      have hu' : u ∈ S.erase v := mem_erase.2 ⟨hvu.ne', hu⟩
      have hpos' := card_pos.2 ⟨u, hu'⟩
      have c2 : ((S.erase v).erase u).card = j - 2 := by
        rw [card_erase_of_mem hu', c1]
        omega
      rw [card_matchings_terminal hv hu hvu (fun w hw hvw => huniq w hw u hu hvw hvu)]
      have b2 := ih (j - 2) (by omega) _ k c2
      have b3 := pascal (j - 2) k
      rw [show j - 1 - (k + 1) = j - 2 - k by omega] at b1
      rw [show j - 2 + 1 - k = j - (k + 1) by omega] at b3
      omega
    · push Not at h
      have hsub : matchings G S (k + 1) ⊆ matchings G (S.erase v) (k + 1) := by
        intro M hM
        obtain ⟨hs, -, hm⟩ := mem_matchings.1 hM
        refine mem_matchings_erase.2 ⟨hM, ?_⟩
        rintro e he ⟨w, rfl⟩
        exact h w (hs _ he w (Sym2.mem_mk_right _ _)) (hm.1 _ he)
      exact (card_le_card hsub).trans (b1.trans (Nat.choose_le_choose _ (by omega)))

/-- An acyclic graph on `m + k` atoms has at most `m.choose k` matchings with `k` bonds. -/
theorem card_matchings_le [Fintype V] {G : SimpleGraph V} (hG : G.IsAcyclic) {m k : ℕ}
    (hn : Fintype.card V = m + k) : (matchings G univ k).card ≤ m.choose k := by
  simpa [hn] using card_matchings_le_region hG _ univ k rfl
```

## Equality for the path

Among the first $j\ge2$ atoms of a path, the last is terminal and its neighbour is the one before it. The recursion then holds with the binomials as exact values, starting from $j\le1$, where no bond fits. The path belongs to the class compared, because cutting any of its bonds separates left from right. Lean numbers the atoms from 0.

```lean
/-- The path is acyclic. -/
theorem path_isAcyclic (n : ℕ) : (SimpleGraph.pathGraph n).IsAcyclic := by
  rw [SimpleGraph.isAcyclic_iff_forall_adj_isBridge]
  intro u v huv
  rw [SimpleGraph.pathGraph_adj] at huv
  -- without the bond `uv` no walk leads from the left part to the right part
  have walk : ∀ x y, ((SimpleGraph.pathGraph n).deleteEdges {s(u, v)}).Walk x y →
      (x.val ≤ min u.val v.val ↔ y.val ≤ min u.val v.val) := by
    intro x y p
    induction p with
    | nil => rfl
    | cons h _ ih =>
      refine Iff.trans ?_ ih
      simp only [SimpleGraph.deleteEdges_adj, Set.mem_singleton_iff, Sym2.eq_iff,
        SimpleGraph.pathGraph_adj, Fin.ext_iff] at h
      omega
  rw [SimpleGraph.isBridge_iff]
  rintro ⟨p⟩
  have h := walk u v p
  omega

/-- The first `j` atoms of a path on `n` atoms. -/
def firstAtoms (n j : ℕ) : Finset (Fin n) := univ.filter (fun i => i.val < j)

/-- The path on `m + k` atoms has exactly `m.choose k` matchings with `k` bonds. -/
theorem card_matchings_path (m k : ℕ) :
    (matchings (SimpleGraph.pathGraph (m + k)) univ k).card = m.choose k := by
  have main : ∀ n j k : ℕ, j ≤ n →
      (matchings (SimpleGraph.pathGraph n) (firstAtoms n j) k).card = (j - k).choose k := by
    intro n j
    have er : ∀ i (h : i < n), (firstAtoms n (i + 1)).erase ⟨i, h⟩ = firstAtoms n i := by
      intro i h
      ext x
      simp only [firstAtoms, mem_erase, mem_filter, mem_univ, true_and, ne_eq, Fin.ext_iff]
      omega
    induction j using Nat.strong_induction_on with
    | _ j ih =>
      intro k hj
      rcases k with _ | k
      · simp [card_matchings_zero]
      by_cases hj1 : j ≤ 1
      · -- at most one atom: no bond fits
        have hc : (firstAtoms n j).card ≤ 1 := card_le_one.2 fun a ha b hb => Fin.ext (by
          simp only [firstAtoms, mem_filter, mem_univ, true_and] at ha hb
          omega)
        have hb := card_matchings_le_region (path_isAcyclic n) _ (firstAtoms n j) (k + 1) rfl
        have h0 := Nat.choose_eq_zero_of_lt
          (show (firstAtoms n j).card - (k + 1) < k + 1 by omega)
        have h1 := Nat.choose_eq_zero_of_lt (show j - (k + 1) < k + 1 by omega)
        omega
      obtain ⟨i, rfl⟩ : ∃ i, j = i + 1 + 1 := ⟨j - 2, by omega⟩
      have hi : i + 1 < n := by omega
      have hi' : i < n := by omega
      have hrec := card_matchings_terminal (G := SimpleGraph.pathGraph n)
        (S := firstAtoms n (i + 1 + 1)) (v := (⟨i + 1, hi⟩ : Fin n)) (u := (⟨i, hi'⟩ : Fin n))
        (mem_filter.2 ⟨mem_univ _, show i + 1 < i + 1 + 1 by omega⟩)
        (mem_filter.2 ⟨mem_univ _, show i < i + 1 + 1 by omega⟩)
        (SimpleGraph.pathGraph_adj.2 (Or.inr rfl))
        (fun w hw hvw => by
          have h1 : w.val < i + 1 + 1 := (mem_filter.1 hw).2
          have h2 : i + 1 + 1 = w.val ∨ w.val + 1 = i + 1 := SimpleGraph.pathGraph_adj.1 hvw
          exact Fin.ext (show w.val = i by omega)) k
      rw [hrec, er (i + 1) hi, er i hi', ih (i + 1) (by omega) (k + 1) (by omega),
        ih i (by omega) k (by omega)]
      have hp := pascal i k
      rw [show i + 1 - (k + 1) = i - k by omega, show i + 1 + 1 - (k + 1) = i + 1 - k by omega]
      exact hp
  have h := main (m + k) (m + k) k le_rfl
  rwa [firstAtoms, filter_true_of_mem (fun i _ => i.isLt), Nat.add_sub_cancel] at h
```

## Real argument: `x : ℝ`

For real $x$ every $x^{2k}$ is nonnegative, so the inequalities add up term by term. With $x^2<0$ this can fail: two unbonded atoms give $1$, two bonded ones $1+x^2<1$.

In the Hückel model, with non-interacting electrons, one π electron per atom and equal resonance integrals $\beta<0$, the π energy of an acyclic molecule in its ground state, with the common orbital energy $\alpha$ of the atoms set to zero, is $E\beta$, where
$$E=\frac{2}{\pi}\int_0^\infty \frac{dx}{x^{2}}\,\ln\sum_k m_k x^{2k}.$$
This Coulson integral is the step from matching counts to energies, and it is taken here from theory, not from the Lean development. Given it, the last theorem makes $E$ maximal for the path. Since $\beta<0$, no acyclic molecule with equally many atoms has a lower π energy than the path.

```lean
/-- At every real `x`, the matching generating polynomial in `x ^ 2` of an acyclic graph is at
most that of the path with the same number of atoms. -/
theorem matching_polynomial_le_path [Fintype V] {G : SimpleGraph V} (hG : G.IsAcyclic) (x : ℝ) :
    ∑ k ∈ range (Fintype.card V + 1), ((matchings G univ k).card : ℝ) * x ^ (2 * k) ≤
      ∑ k ∈ range (Fintype.card V + 1),
        ((matchings (SimpleGraph.pathGraph (Fintype.card V)) univ k).card : ℝ) * x ^ (2 * k) := by
  refine sum_le_sum fun k hk => mul_le_mul_of_nonneg_right ?_ ((even_two_mul k).pow_nonneg x)
  obtain ⟨m, hm⟩ : ∃ m, Fintype.card V = m + k :=
    ⟨Fintype.card V - k, by have := mem_range.1 hk; omega⟩
  rw [hm, card_matchings_path]
  exact_mod_cast card_matchings_le hG hm

end AcyclicMatchingBound
```

```lean
#print axioms AcyclicMatchingBound.matching_polynomial_le_path
```

```
'AcyclicMatchingBound.matching_polynomial_le_path' depends on axioms: [propext, Classical.choice, Quot.sound]
```
